# Z strings turn qubit lowering operators into fermions exactly when they form a tournament

Lowering operators on different qubits commute, whereas fermionic ones must anticommute. Attaching Pauli Z matrices carelessly does not help: on two qubits, give each lowering operator the Z of the other site, and the two new signs cancel, so the operators still commute. Exchanging the two in a product then leaves its sign unchanged, where fermions require a minus sign. The strings must form a tournament: of any two different sites, exactly one has the other in its string.

The sites form a finite set ι of n qubits, and operators are complex matrices indexed by configurations x, with 0 for `false` and 1 for `true`.

```lean
import Mathlib

open Matrix

namespace TournamentStrings

noncomputable section

variable {ι : Type*} [Fintype ι] [DecidableEq ι]

/-- Operators on the qubits labelled by `ι`, as matrices in the basis of configurations. -/
abbrev Op (ι : Type*) := Matrix (ι → Bool) (ι → Bool) ℂ
```

Write L_j(b) for `ladder j b`, which takes qubit j from 1−b to b. Thus L_j(0) lowers and L_j(1) raises. Z_k has eigenvalue −1 on the value 1.

```lean
/-- The ladder operator that takes qubit `j` from the value `!b` to the value `b`:
`ladder j false` lowers and `ladder j true` raises. -/
def ladder (j : ι) (b : Bool) : Op ι :=
  Matrix.of fun x y => if x j = b ∧ y = Function.update x j (!b) then 1 else 0

/-- The Pauli matrix `Z` on qubit `k`. -/
def pauliZ (k : ι) : Op ι := Matrix.diagonal fun x => if x k = true then -1 else 1
```

For a set S of sites, z_S(x) is the product of the Z eigenvalues over S, and Z_S is the diagonal matrix with these entries. The sign s_S(j) is −1 if j ∈ S and +1 otherwise.

```lean
/-- The product of the `Z` eigenvalues of a configuration over the sites in `S`. -/
def zValue (S : Finset ι) (x : ι → Bool) : ℂ := ∏ k ∈ S, if x k = true then -1 else 1

/-- The string of Pauli `Z` matrices on the sites in `S`. -/
def zString (S : Finset ι) : Op ι := Matrix.diagonal (zValue S)

/-- The sign `-1` if site `j` lies in the string `S`, and `1` otherwise. -/
def stringSign (S : Finset ι) (j : ι) : ℂ := if j ∈ S then -1 else 1
```

Row j of a matrix A selects the set S_j = {k : A_jk = 1}, and c_j = L_j(0) Z_{S_j}.

```lean
/-- The sites `k` with `A j k = 1`. -/
def support (A : Matrix ι ι ℕ) (j : ι) : Finset ι := Finset.univ.filter fun k => A j k = 1

/-- The operator `c_j`: lowering at site `j` times the `Z` string read off from row `j` of `A`. -/
def stringOp (A : Matrix ι ι ℕ) (j : ι) : Op ι := ladder j false * zString (support A j)
```

`CAR` requires, for all i and j, that c_i and c_j anticommute to zero and that c_i and c_j† anticommute to δ_ij. The relations between two adjoints follow by conjugation.

```lean
/-- The canonical anticommutation relations for a family of operators and their adjoints. -/
def CAR (c : ι → Op ι) : Prop :=
  ∀ i j, c i * c j + c j * c i = 0 ∧
    c i * (c j)ᴴ + (c j)ᴴ * c i = if i = j then 1 else 0
```

## (a) Matrix elements of a ladder product

Show that, for any operator M,

(L_j(b) M)(x, y) = M(x′, y) if x_j = b, and 0 otherwise,

where x′ is x with site j set to 1−b.

In the sum over intermediate configurations, row x of L_j(b) has a single entry 1, at x′, if x_j = b, and is zero otherwise.

```lean
/-- Matrix elements of a ladder operator times any operator. -/
theorem ladder_mul_apply (j : ι) (b : Bool) (M : Op ι) (x y : ι → Bool) :
    (ladder j b * M) x y = if x j = b then M (Function.update x j (!b)) y else 0 := by
  by_cases h : x j = b <;> simp [Matrix.mul_apply, ladder, h]
```

## (b) One site

Show that

L_j(b)² = 0,  L_j(0)L_j(1) + L_j(1)L_j(0) = 1.

By (a), the first factor leaves site j at 1−b, where the second L_j(b) has a zero row. In the sum, a row with x_j = 0 survives only in the first product and one with x_j = 1 only in the second. Two flips restore x, giving the entry 1.

```lean
/-- On one site, a ladder operator squares to zero, and lowering and raising anticommute to one. -/
theorem ladder_on_site (j : ι) :
    (∀ b, ladder j b * ladder j b = 0) ∧
      ladder j false * ladder j true + ladder j true * ladder j false = 1 := by
  constructor
  · intro b
    ext x y
    rw [ladder_mul_apply]
    cases b <;> simp [ladder]
  · ext x y
    rw [Matrix.add_apply, ladder_mul_apply, ladder_mul_apply]
    have h : Function.update x j (x j) = x := Function.update_eq_self j x
    cases hx : x j <;> rw [hx] at h <;>
      simp [ladder, h, Matrix.one_apply, eq_comm (a := y) (b := x)]
```

## (c) Building a string

Show that, for k ∉ S,

Z_∅ = 1,  Z_{S∪{k}} = Z_k Z_S.

An empty product is 1, and diagonal matrices multiply entry by entry, so the new site contributes one factor.

```lean
/-- The empty string is the identity, and adding a new site to a string multiplies it by the
Pauli `Z` of that site. -/
theorem zString_insert :
    zString (∅ : Finset ι) = 1 ∧
      ∀ (k : ι) (S : Finset ι), k ∉ S → zString (insert k S) = pauliZ k * zString S := by
  constructor
  · ext x y
    simp [zString, zValue, Matrix.diagonal_apply, Matrix.one_apply]
  · intro k S hk
    unfold zString pauliZ
    rw [Matrix.diagonal_mul_diagonal]
    congr 1
    funext x
    simp only [zValue, Finset.prod_insert hk]
```

## (d) Moving a string past a ladder operator

Show that

Z_S L_j(b) = s_S(j) L_j(b) Z_S.

A nonzero element of L_j(b) connects x to y, which differs from x only at j. The left side carries z_S(x), the right side s_S(j) z_S(y). Only the factor at k = j changes sign, and it is present exactly when j ∈ S.

The Lean proof turns on `Finset.prod_ite_eq'`, which rewrites s_S(j) as a product over S with −1 at k = j and 1 elsewhere. `Finset.prod_mul_distrib` merges the products, and `Finset.prod_congr` leaves one factor to compare, with no induction on S.

```lean
/-- Moving a string past a ladder operator at `j` costs a minus sign exactly when `j` lies in
the string. -/
theorem zString_ladder (S : Finset ι) (j : ι) (b : Bool) :
    zString S * ladder j b = stringSign S j • (ladder j b * zString S) := by
  -- flipping qubit j changes the string's eigenvalue by the sign
  have flip : ∀ x : ι → Bool,
      zValue S x = stringSign S j * zValue S (Function.update x j (!(x j))) := by
    intro x
    have hs : stringSign S j = ∏ k ∈ S, if k = j then (-1 : ℂ) else 1 := by
      simp [stringSign, Finset.prod_ite_eq']
    rw [hs]
    unfold zValue
    rw [← Finset.prod_mul_distrib]
    refine Finset.prod_congr rfl fun k _ => ?_
    by_cases hk : k = j
    · subst hk
      cases hx : x k <;> simp
    · simp [hk]
  ext x y
  rw [Matrix.smul_apply, zString, Matrix.diagonal_mul, Matrix.mul_diagonal, smul_eq_mul]
  by_cases h : x j = b ∧ y = Function.update x j (!b)
  · obtain ⟨rfl, rfl⟩ := h
    rw [flip x]
    ring
  · simp [ladder, h]
```

## (e) Collecting two strings

Show that, with b′ for Lean's `c`,

L_i(b) Z_S L_j(b′) Z_T = s_S(j) L_i(b) L_j(b′) Z_S Z_T.

Apply (d) to the middle pair. The sites may coincide.

```lean
/-- The product of two ladder operators with strings, with both strings moved to the right. -/
theorem dressed_mul (i j : ι) (b c : Bool) (S T : Finset ι) :
    ladder i b * zString S * (ladder j c * zString T) =
      stringSign S j • (ladder i b * ladder j c * (zString S * zString T)) := by
  calc ladder i b * zString S * (ladder j c * zString T)
      = ladder i b * (zString S * ladder j c) * zString T := by simp only [mul_assoc]
    _ = _ := by
      rw [zString_ladder]
      simp only [mul_smul_comm, smul_mul_assoc, mul_assoc]
```

## (f) The anticommutator on different sites

For i ≠ j, show that the anticommutator of L_i(b) Z_S and L_j(b′) Z_T is

(s_S(j) + s_T(i)) L_i(b) L_j(b′) Z_S Z_T.

Use (e) in both orders. Bare ladder operators on different sites commute, as do strings, so both terms contain the same product.

```lean
/-- On different sites, the anticommutator of two ladder operators with strings is the sum of the
two exchange signs times a product of ladder operators and strings. -/
theorem dressed_anticomm {i j : ι} (hij : i ≠ j) (b c : Bool) (S T : Finset ι) :
    ladder i b * zString S * (ladder j c * zString T) +
        ladder j c * zString T * (ladder i b * zString S) =
      (stringSign S j + stringSign T i) •
        (ladder i b * ladder j c * (zString S * zString T)) := by
  -- bare ladder operators on different qubits commute, and so do strings
  have hl : ladder j c * ladder i b = ladder i b * ladder j c := by
    ext x y
    rw [ladder_mul_apply, ladder_mul_apply]
    simp only [ladder, Matrix.of_apply, Function.update_of_ne hij,
      Function.update_of_ne hij.symm]
    rw [Function.update_comm hij]
    by_cases hx : x i = b <;> by_cases hy : x j = c <;> simp [hx, hy]
  have hz : zString T * zString S = zString S * zString T := by
    simp only [zString, Matrix.diagonal_mul_diagonal, mul_comm]
  rw [dressed_mul, dressed_mul, hl, hz, add_smul]
```

## (g) The adjoint

Show that

c_j† = s_{S_j}(j) L_j(1) Z_{S_j}.

Conjugation reverses the factors, giving Z_{S_j} L_j(1), and (d) restores the order. The sign is easily lost: without it, a string containing its own site would appear to give −1 for the on-site anticommutator.

```lean
/-- The adjoint of `c_j` is the raising operator times the same string, up to the sign for
site `j` lying in its own string. -/
theorem stringOp_adjoint (A : Matrix ι ι ℕ) (j : ι) :
    (stringOp A j)ᴴ =
      stringSign (support A j) j • (ladder j true * zString (support A j)) := by
  have hl : (ladder j false)ᴴ = ladder j true := by
    ext x y
    have h : (y j = false ∧ x = Function.update y j true) ↔
        (x j = true ∧ y = Function.update x j false) := by
      constructor
      · rintro ⟨h, rfl⟩
        simp [← h]
      · rintro ⟨h, rfl⟩
        simp [← h]
    simp only [Matrix.conjTranspose_apply, ladder, Matrix.of_apply, Bool.not_false,
      Bool.not_true, h]
    split_ifs <;> simp
  have hz : (zString (support A j))ᴴ = zString (support A j) := by
    unfold zString
    rw [Matrix.diagonal_conjTranspose]
    congr 1
    funext x
    change starRingEnd ℂ (zValue (support A j) x) = _
    unfold zValue
    rw [map_prod]
    refine Finset.prod_congr rfl fun k _ => ?_
    split_ifs <;> simp
  rw [stringOp, Matrix.conjTranspose_mul, hl, hz, zString_ladder]
```

## (h) The tournament condition

Let A have entries 0 or 1, with any diagonal. Show that the c_j satisfy `CAR` if and only if

A_jk + A_kj = 1 for all j ≠ k.

Since s_{S_i}(j) = 1 − 2A_ij, the sign sum in (f) is 2 − 2(A_ij + A_ji), which vanishes exactly under the condition (`key`).

Suppose `CAR` holds and i ≠ j. By (f), the sign sum times L_i(0) L_j(0) Z_{S_i} Z_{S_j} is zero. Multiply on the right by Z_{S_j} Z_{S_i}; strings square to 1 and disappear. The element of L_i(0) L_j(0) from the configuration with only i and j at 1 to the all-0 configuration is 1, so the sign sum vanishes.

Conversely, the condition makes (f) vanish for i ≠ j, and by (g) this covers the adjoints too. For i = j, (e) and (b) give c_i² = 0, while c_i c_i† + c_i† c_i carries s_{S_i}(i) twice, once from (g) and once from (e), and equals 1.

The usual Jordan-Wigner choice, A_jk = 1 for k < j in a fixed order, is one such tournament.

```lean
/-- For a 0-1 matrix `A`, the operators `c_j` obey the canonical anticommutation relations if and
only if `A j k + A k j = 1` for all pairs of different sites. -/
theorem car_iff_tournament (A : Matrix ι ι ℕ) (hA : ∀ j k, A j k = 0 ∨ A j k = 1) :
    CAR (stringOp A) ↔ ∀ j k, j ≠ k → A j k + A k j = 1 := by
  have key : ∀ i j, stringSign (support A i) j + stringSign (support A j) i = 0 ↔
      A i j + A j i = 1 := by
    intro i j
    rcases hA i j with h1 | h1 <;> rcases hA j i with h2 | h2 <;>
      norm_num [stringSign, support, h1, h2]
  have hsq : ∀ S : Finset ι, zString S * zString S = 1 := by
    intro S
    unfold zString
    rw [Matrix.diagonal_mul_diagonal, ← Matrix.diagonal_one]
    congr 1
    funext x
    unfold zValue
    rw [← Finset.prod_mul_distrib]
    refine Finset.prod_eq_one fun k _ => ?_
    split_ifs <;> norm_num
  constructor
  · intro h i j hij
    have h0 := (h i j).1
    unfold stringOp at h0
    rw [dressed_anticomm hij] at h0
    -- strip off the strings, then read one matrix element
    have hP : zString (support A i) * zString (support A j) *
        (zString (support A j) * zString (support A i)) = 1 := by
      rw [mul_assoc, ← mul_assoc (zString (support A j)), hsq, one_mul, hsq]
    have h1 := congrArg (· * (zString (support A j) * zString (support A i))) h0
    simp only [smul_mul_assoc, zero_mul] at h1
    rw [mul_assoc (ladder i false * ladder j false), hP, mul_one] at h1
    have e : (ladder i false * ladder j false) (fun _ => false)
        (Function.update (Function.update (fun _ => false) i true) j true) = 1 := by
      rw [ladder_mul_apply]
      simp [ladder, Function.update_of_ne hij.symm]
    have h2 := congrFun (congrFun h1 (fun _ => false))
      (Function.update (Function.update (fun _ => false) i true) j true)
    rw [Matrix.smul_apply, e, smul_eq_mul, mul_one] at h2
    exact (key i j).mp h2
  · intro h i j
    rw [stringOp_adjoint, mul_smul_comm, smul_mul_assoc, ← smul_add]
    unfold stringOp
    by_cases hij : i = j
    · subst hij
      have hs : stringSign (support A i) i * stringSign (support A i) i = 1 := by
        unfold stringSign
        split_ifs <;> norm_num
      constructor
      · rw [dressed_mul, (ladder_on_site i).1, zero_mul, smul_zero, add_zero]
      · rw [dressed_mul, dressed_mul, hsq, mul_one, mul_one, ← smul_add,
          (ladder_on_site i).2, smul_smul, hs, one_smul, if_pos rfl]
    · -- opposite exchange signs cancel
      have h0 := (key i j).mpr (h i j hij)
      constructor
      · rw [dressed_anticomm hij, h0, zero_smul]
      · rw [dressed_anticomm hij, h0, zero_smul, smul_zero, if_neg hij]
```

## (i) Total string length

Let A also have zero diagonal and the c_j satisfy `CAR`. With L, written without an index and not a ladder operator, for the sum of all entries of A, show that

2L + n = n².

By (h), A_ij + A_ji + δ_ij = 1 for every pair (i, j). Summing over all pairs gives the result, so L = n(n−1)/2.

For simulation on qubits, this means that within this family of Z-string encodings no choice lowers the total number of Zs in the c_j; Hamiltonian terms, where strings can cancel, are not counted.

```lean
/-- If the `c_j` obey the canonical anticommutation relations and no string contains its own site,
then the total string length `L` on `n` qubits satisfies `2 L + n = n * n`. -/
theorem total_string_length (A : Matrix ι ι ℕ) (hA : ∀ j k, A j k = 0 ∨ A j k = 1)
    (hdiag : ∀ j, A j j = 0) (hc : CAR (stringOp A)) :
    2 * (∑ j, ∑ k, A j k) + Fintype.card ι = Fintype.card ι * Fintype.card ι := by
  have h : ∀ i j, A i j + A j i + (if i = j then 1 else 0) = 1 := by
    intro i j
    by_cases hij : i = j
    · subst hij
      simp [hdiag]
    · simp [hij, (car_iff_tournament A hA).mp hc i j hij]
  have hs : ∑ i, ∑ j, (A i j + A j i + (if i = j then 1 else 0)) = ∑ _i : ι, ∑ _j : ι, 1 :=
    Finset.sum_congr rfl fun i _ => Finset.sum_congr rfl fun j _ => h i j
  have ht : ∑ i, ∑ j, A j i = ∑ i, ∑ j, A i j := Finset.sum_comm
  simp only [Finset.sum_add_distrib] at hs
  rw [ht] at hs
  simp only [Finset.sum_ite_eq, Finset.mem_univ, if_true, Finset.sum_const, Finset.card_univ,
    smul_eq_mul, mul_one] at hs
  linarith
```

## (j) Three sites in a ring

For sites 0, 1, 2 with addition modulo 3, show that the operators

c_j = L_j(0) Z_{j+1}

satisfy `CAR`.

Here A_jk = 1 exactly when k = j+1. Of two different sites on this ring, exactly one follows the other, so (h) applies. Lean identifies the operators with `stringOp` and settles the finite condition by `decide`.

```lean
/-- On three qubits in a ring, lowering at `j` times the single `Z` on the next site `j + 1`
gives operators that obey the canonical anticommutation relations. -/
theorem cyclic_three_sites :
    CAR fun j : Fin 3 => ladder j false * pauliZ (j + 1) := by
  have h : (fun j : Fin 3 => ladder j false * pauliZ (j + 1)) =
      stringOp (Matrix.of fun j k : Fin 3 => if k = j + 1 then 1 else 0) := by
    funext j
    have hs : support (Matrix.of fun j k : Fin 3 => if k = j + 1 then 1 else 0) j =
        {j + 1} := by
      ext k
      simp [support]
    have hz : zValue ({j + 1} : Finset (Fin 3)) =
        fun x => if x (j + 1) = true then -1 else 1 := by
      funext x
      simp [zValue]
    rw [stringOp, hs]
    simp only [zString, hz, pauliZ]
  rw [h, car_iff_tournament]
  · simp only [Matrix.of_apply]
    decide
  · simp only [Matrix.of_apply]
    decide

end

end TournamentStrings
```

```lean
#print axioms TournamentStrings.zString_insert
-- 'TournamentStrings.zString_insert' depends on axioms: [propext, Classical.choice, Quot.sound]
#print axioms TournamentStrings.zString_ladder
-- 'TournamentStrings.zString_ladder' depends on axioms: [propext, Classical.choice, Quot.sound]
#print axioms TournamentStrings.total_string_length
-- 'TournamentStrings.total_string_length' depends on axioms: [propext, Classical.choice, Quot.sound]
#print axioms TournamentStrings.cyclic_three_sites
-- 'TournamentStrings.cyclic_three_sites' depends on axioms: [propext, Classical.choice, Quot.sound]
```
